# Reweighted least-squares steps never increase the smoothed absolute loss of a linear model

Let $A$ be a real matrix, $b$ a vector of data and $e>0$. For parameters $x$, write $r_i(x)=(Ax-b)_i$ for the residual of data point $i$, and define the loss

$$S(x)=\sum_i\sqrt{r_i(x)^2+e^2}.$$

Give each data point the weight $w_i=1/\sqrt{r_i(x)^2+e^2}$, computed at the current $x$. If $y$ minimises the weighted sum of squares

$$Q(x;y)=\sum_i w_i\,r_i(y)^2,$$

then $S(y)\le S(x)$. Moreover, $x$ minimises its own weighted problem exactly when it minimises $S$ globally, and a step from any other $x$ lowers $S$ strictly.

The constant $e$ is the residual size at which the loss changes character. Well below $e$ a residual is penalised quadratically, as in ordinary least squares; well above $e$ it is penalised almost linearly, so that an outlier pulls less on the fit. A positive $e$ also keeps every weight finite. In simulation practice the result applies when the coefficients of an interatomic potential are fitted to reference energies by such reweighted steps, provided that the model is linear in those coefficients and $e$ is held fixed.

## Descent from an exact balance

Fix $x$ and $y$, and write $p_i=\sqrt{r_i(x)^2+e^2}$ and $q_i=\sqrt{r_i(y)^2+e^2}$. Both are positive. Expanding the squares confirms that

$$q_i=p_i+\frac{q_i^2-p_i^2}{2p_i}-\frac{(q_i-p_i)^2}{2p_i},$$

since the two fractions together give $(2p_iq_i-2p_i^2)/(2p_i)=q_i-p_i$. The constant $e^2$ drops out of $q_i^2-p_i^2=r_i(y)^2-r_i(x)^2$, and $1/p_i=w_i$. Summing over $i$ gives

$$S(y)=S(x)+\tfrac12\bigl[Q(x;y)-Q(x;x)\bigr]-\sum_i\frac{(q_i-p_i)^2}{2p_i}.$$

The last sum is non-negative, so leaving it out yields an upper bound that is quadratic in $y$:

$$S(y)\le S(x)+\tfrac12\bigl[Q(x;y)-Q(x;x)\bigr].$$

If $y$ minimises $Q(x;\cdot)$, then $Q(x;y)\le Q(x;x)$ and hence $S(y)\le S(x)$. Keeping the last sum gives more: the loss falls by at least $\sum_i(q_i-p_i)^2/(2p_i)$.

## Fixed points are global minima

Suppose that $x$ minimises $Q(x;\cdot)$. Take any $z$ and set $d_i=r_i(z)-r_i(x)$. The model is linear, so $r_i(x+t(z-x))=r_i(x)+t\,d_i$ for every real $t$, and

$$Q(x;x+t(z-x))=Q(x;x)+2Bt+Ct^2,\qquad B=\sum_i w_i r_i(x)d_i,\quad C=\sum_i w_i d_i^2.$$

Minimality at $t=0$ means that $2Bt+Ct^2\ge0$ for all $t$. The discriminant $4B^2$ therefore cannot be positive, and $B=0$. These are the normal equations of the weighted fit.

Next, $\sqrt{t^2+e^2}$ lies above its tangent lines. With $p=\sqrt{u^2+e^2}$, the tangent at $u$ takes at $v$ the value

$$p+\frac{u(v-u)}{p}=\frac{uv+e^2}{p}.$$

This is at most $\sqrt{v^2+e^2}$ by the Cauchy–Schwarz inequality for the vectors $(u,e)$ and $(v,e)$; explicitly,

$$(u^2+e^2)(v^2+e^2)-(uv+e^2)^2=e^2(u-v)^2\ge0.$$

Applying the bound with $u=r_i(x)$ and $v=r_i(z)$ and summing gives $S(z)\ge S(x)+B=S(x)$. So $x$ is a global minimiser of $S$.

Conversely, if $x$ minimises $S$, the quadratic upper bound gives $0\le S(z)-S(x)\le\frac12[Q(x;z)-Q(x;x)]$ for every $z$, so $x$ minimises $Q(x;\cdot)$.

Finally, suppose that a step from $x$ to $y$ fails to lower $S$. Then $S(x)\le S(y)$, and the upper bound forces $Q(x;x)\le Q(x;y)$. Since $y$ is a weighted minimiser, so is $x$, and $x$ is already a global minimiser of $S$. A step therefore stalls only where nothing better exists.

## The model and its update in Lean

The finite types `m` and `n` label the data points and the parameters. No relation between their sizes is assumed.

```lean
import Mathlib

open Matrix

namespace ReweightedLeastSquares

noncomputable section

variable {m n : Type*} [Fintype m] [Fintype n]
```

The residual is model minus data, with `A *ᵥ x` the matrix-vector product.

```lean
/-- The residual of data point `i` for the linear model `A x` fitted to the data `b`. -/
def residual (A : Matrix m n ℝ) (b : m → ℝ) (x : n → ℝ) (i : m) : ℝ :=
  (A *ᵥ x) i - b i
```

The smoothed absolute value `softAbs e t` is $\sqrt{t^2+e^2}$. At zero residual it equals $e$ when $e>0$, so a perfect fit has loss $e$ times the number of data points.

```lean
/-- The absolute value smoothed on the scale `e`. -/
def softAbs (e t : ℝ) : ℝ := √(t ^ 2 + e ^ 2)
```

The loss $S$ adds these values over the data. All residuals share one scale $e$, so data in different units must be brought to a common scale beforehand.

```lean
/-- The robust fitting loss: the sum of the smoothed absolute residuals. -/
def loss (A : Matrix m n ℝ) (b : m → ℝ) (e : ℝ) (x : n → ℝ) : ℝ :=
  ∑ i, softAbs e (residual A b x i)
```

The weight is the reciprocal of the smoothed absolute residual at the current parameters.

```lean
/-- The weight given to data point `i` by the current parameters `x`. -/
def weight (A : Matrix m n ℝ) (b : m → ℝ) (e : ℝ) (x : n → ℝ) (i : m) : ℝ :=
  1 / softAbs e (residual A b x i)
```

In `weightedSq A b e x y`, which is $Q(x;y)$, the first vector `x` fixes the weights and the second, `y`, is the one being fitted.

```lean
/-- The sum of squared residuals at `y`, with the weights taken at `x`. -/
def weightedSq (A : Matrix m n ℝ) (b : m → ℝ) (e : ℝ) (x y : n → ℝ) : ℝ :=
  ∑ i, weight A b e x i * residual A b y i ^ 2
```

A step is described by a property: `IsStep A b e x y` says that `y` is a minimiser of the sum of squares weighted at `x`.

```lean
/-- `y` is a reweighted least-squares update of `x`: it minimises the sum of squares
weighted at `x`. -/
def IsStep (A : Matrix m n ℝ) (b : m → ℝ) (e : ℝ) (x y : n → ℝ) : Prop :=
  ∀ z, weightedSq A b e x y ≤ weightedSq A b e x z
```

The update could also have been modelled as a function, through the formula $y=(A^{\mathsf T}WA)^{-1}A^{\mathsf T}Wb$ with $W$ the diagonal matrix of weights. That would single out one $y$ and make a fixed point an equation, but it would require the columns of $A$ to be linearly independent, and a proof that the formula solves the weighted problem. The property used here also admits redundant parameters, for which a step has several possible results. In that case `IsStep A b e x x` says that $x$ is one of its own updates, not that it is the only one.

## Two facts about the square root, and the tangent bound

The first two lemmas record that $p_i$ and $q_i$ are positive and what their squares are. Later proofs use these facts in place of the square root itself.

```lean
/-- The smoothed absolute value is positive. -/
lemma softAbs_pos {e : ℝ} (he : 0 < e) (t : ℝ) : 0 < softAbs e t :=
  Real.sqrt_pos.2 (by positivity)

/-- The square of the smoothed absolute value is `t ^ 2 + e ^ 2`. -/
lemma softAbs_sq (e t : ℝ) : softAbs e t ^ 2 = t ^ 2 + e ^ 2 :=
  Real.sq_sqrt (by positivity)
```

The tangent-line bound follows the derivation above. The inequality `hsq` is Cauchy–Schwarz in squared form, and the hint passed to `nlinarith` is the square $e^2(u-v)^2$ that separates its two sides. Taking roots gives `key`. The equation `h` rewrites the tangent as $(uv+e^2)/p$, and multiplying through by the positive denominator finishes the proof.

```lean
/-- The smoothed absolute value lies above each of its tangent lines. -/
lemma softAbs_tangent {e : ℝ} (he : 0 < e) (u v : ℝ) :
    softAbs e u + 1 / softAbs e u * (u * (v - u)) ≤ softAbs e v := by
  have hu := softAbs_pos he u
  have hv := softAbs_pos he v
  -- Cauchy-Schwarz for the plane vectors (u, e) and (v, e)
  have hsq : (u * v + e ^ 2) ^ 2 ≤ (softAbs e u * softAbs e v) ^ 2 := by
    rw [mul_pow, softAbs_sq, softAbs_sq]
    nlinarith [sq_nonneg (e * (u - v))]
  have key : u * v + e ^ 2 ≤ softAbs e u * softAbs e v :=
    (le_abs_self _).trans (abs_le_of_sq_le_sq hsq (by positivity))
  have h : softAbs e u + 1 / softAbs e u * (u * (v - u))
      = (u * v + e ^ 2) / softAbs e u := by
    field_simp
    linear_combination softAbs_sq e u
  rw [h, div_le_iff₀ hu]
  linarith
```

## The balance and the descent of the loss

The theorem `loss_balance` is the exact identity between $S$ and $Q$. It holds for any two parameter vectors; `y` need not be a step. The proof merges all the sums into one and compares them term by term. The equation `hd` expresses $r_i(y)^2$ as $q_i^2-p_i^2+r_i(x)^2$, after which `field_simp` and `ring` verify the identity for a single data point.

```lean
/-- The change of the robust loss from `x` to `y` is half the change of the weighted sum of
squares, minus a sum of squares. -/
theorem loss_balance (A : Matrix m n ℝ) (b : m → ℝ) {e : ℝ} (he : 0 < e) (x y : n → ℝ) :
    loss A b e y = loss A b e x + (weightedSq A b e x y - weightedSq A b e x x) / 2
      - ∑ i, (softAbs e (residual A b y i) - softAbs e (residual A b x i)) ^ 2
          / (2 * softAbs e (residual A b x i)) := by
  unfold loss weightedSq
  rw [← Finset.sum_sub_distrib, Finset.sum_div, ← Finset.sum_add_distrib,
    ← Finset.sum_sub_distrib]
  refine Finset.sum_congr rfl fun i _ => ?_
  have hp := softAbs_pos he (residual A b x i)
  have hu := softAbs_sq e (residual A b x i)
  have hv := softAbs_sq e (residual A b y i)
  have hd : residual A b y i ^ 2 = softAbs e (residual A b y i) ^ 2
      - softAbs e (residual A b x i) ^ 2 + residual A b x i ^ 2 := by linarith
  rw [hd, weight]
  field_simp
  ring
```

Discarding the subtracted sum, which `positivity` shows to be non-negative term by term, gives the quadratic upper bound.

```lean
/-- The weighted sum of squares supplies a quadratic upper bound on the robust loss. -/
theorem loss_le_surrogate (A : Matrix m n ℝ) (b : m → ℝ) {e : ℝ} (he : 0 < e)
    (x y : n → ℝ) :
    loss A b e y ≤ loss A b e x + (weightedSq A b e x y - weightedSq A b e x x) / 2 := by
  rw [loss_balance A b he x y]
  refine sub_le_self _ (Finset.sum_nonneg fun i _ => ?_)
  have hp := softAbs_pos he (residual A b x i)
  positivity
```

Descent is now a single line. The term `h x` is the minimality of `y` tested against the old parameters `x`, that is, $Q(x;y)\le Q(x;x)$. This comparison is all that the proof takes from minimality, so the same argument covers an inexact solver that merely does not raise the weighted sum of squares.

```lean
/-- A reweighted least-squares step never increases the robust loss. -/
theorem loss_step_le (A : Matrix m n ℝ) (b : m → ℝ) {e : ℝ} (he : 0 < e) {x y : n → ℝ}
    (h : IsStep A b e x y) : loss A b e y ≤ loss A b e x := by
  linarith [loss_le_surrogate A b he x y, h x]
```

Using the balance in place of the upper bound retains the guaranteed decrease. It is measured by changes in the smoothed absolute residuals, so a residual that only changes sign contributes nothing to it.

```lean
/-- The loss decreases in a step by at least a weighted sum of the squared changes of the
smoothed absolute residuals. -/
theorem loss_step_decrease (A : Matrix m n ℝ) (b : m → ℝ) {e : ℝ} (he : 0 < e)
    {x y : n → ℝ} (h : IsStep A b e x y) :
    ∑ i, (softAbs e (residual A b y i) - softAbs e (residual A b x i)) ^ 2
      / (2 * softAbs e (residual A b x i)) ≤ loss A b e x - loss A b e y := by
  linarith [loss_balance A b he x y, h x]
```

## Global minimality at a fixed point

In `normal_equations`, `B` is the weighted sum $\sum_i w_i r_i(x)d_i$. The statement `hline` expands $Q$ along the line from `x` to `z`, with `hr` supplying the linearity of the residual. Mathlib's `discrim_le_zero` then turns non-negativity for all $t$ into $4B^2\le0$. Because `z` is arbitrary, the result says that the weighted residual vector is orthogonal to every change of the residuals that the parameters can produce.

```lean
/-- Normal equations: if `x` is its own update, its weighted residuals are orthogonal to every
change of the residuals that the model allows. -/
theorem normal_equations (A : Matrix m n ℝ) (b : m → ℝ) {e : ℝ} {x : n → ℝ}
    (h : IsStep A b e x x) (z : n → ℝ) :
    ∑ i, weight A b e x i
      * (residual A b x i * (residual A b z i - residual A b x i)) = 0 := by
  set B := ∑ i, weight A b e x i
      * (residual A b x i * (residual A b z i - residual A b x i)) with hB
  -- along the line from x to z the weighted sum of squares is a quadratic in t
  have hline : ∀ t : ℝ, weightedSq A b e x (x + t • (z - x)) = weightedSq A b e x x
      + 2 * B * t
      + (∑ i, weight A b e x i * (residual A b z i - residual A b x i) ^ 2) * (t * t) := by
    intro t
    rw [hB]
    unfold weightedSq
    rw [Finset.mul_sum, Finset.sum_mul, Finset.sum_mul, ← Finset.sum_add_distrib,
      ← Finset.sum_add_distrib]
    refine Finset.sum_congr rfl fun i _ => ?_
    have hr : residual A b (x + t • (z - x)) i
        = residual A b x i + t * (residual A b z i - residual A b x i) := by
      simp only [residual, Matrix.mulVec_add, Matrix.mulVec_smul, Matrix.mulVec_sub,
        Pi.add_apply, Pi.smul_apply, Pi.sub_apply, smul_eq_mul]
      ring
    rw [hr]
    ring
  -- its minimum lies at t = 0, so the linear coefficient vanishes
  have hdisc := discrim_le_zero
    (a := ∑ i, weight A b e x i * (residual A b z i - residual A b x i) ^ 2)
    (b := 2 * B) (c := 0) (fun t => by linarith [hline t, h (x + t • (z - x))])
  unfold discrim at hdisc
  have hsq : B ^ 2 = 0 := le_antisymm (by linarith) (sq_nonneg B)
  exact pow_eq_zero_iff two_ne_zero |>.1 hsq
```

The equivalence between fixed points and global minimisers uses both bounds. In the forward direction, `hsum` adds up the tangent-line inequalities and the normal equations remove the linear term. In the reverse direction, the quadratic upper bound is enough. The minimum is global because the loss is convex and the model linear; for a model non-linear in its parameters, the line expansion in the previous proof would fail.

```lean
/-- The fixed points of the reweighted update are exactly the global minimisers of the
robust loss. -/
theorem fixed_point_iff_minimiser (A : Matrix m n ℝ) (b : m → ℝ) {e : ℝ} (he : 0 < e)
    (x : n → ℝ) : IsStep A b e x x ↔ ∀ z, loss A b e x ≤ loss A b e z := by
  constructor
  · intro h z
    -- add up the tangent-line bounds; the linear terms cancel
    have hsum : ∑ i, (softAbs e (residual A b x i) + weight A b e x i
        * (residual A b x i * (residual A b z i - residual A b x i))) ≤ loss A b e z :=
      Finset.sum_le_sum fun i _ => softAbs_tangent he _ _
    rw [Finset.sum_add_distrib, normal_equations A b h z, add_zero] at hsum
    exact hsum
  · intro h z
    linarith [loss_le_surrogate A b he x z, h z]
```

Strict descent is stated as an equivalence: given a step from `x` to `y`, the loss falls strictly if and only if some parameter vector has a lower loss than `x`. One direction is immediate, with `y` itself as that vector. For the other, the proof assumes that the loss has not fallen, derives in `hx` that `x` solves its own weighted problem, and contradicts the existence of `z` by the preceding theorem.

```lean
/-- A step strictly lowers the robust loss exactly when some parameter vector has a lower
loss than `x`. -/
theorem loss_step_lt_iff (A : Matrix m n ℝ) (b : m → ℝ) {e : ℝ} (he : 0 < e)
    {x y : n → ℝ} (h : IsStep A b e x y) :
    loss A b e y < loss A b e x ↔ ∃ z, loss A b e z < loss A b e x := by
  refine ⟨fun hy => ⟨y, hy⟩, fun ⟨z, hz⟩ => ?_⟩
  by_contra hy
  -- without descent, x is itself a minimiser of the weighted problem
  have hx : IsStep A b e x x := fun w => by
    linarith [loss_le_surrogate A b he x y, h w, not_lt.1 hy]
  exact absurd hz (not_lt.2 ((fixed_point_iff_minimiser A b he x).1 hx z))
```

The last theorem concerns a whole iteration. Here `x` is a sequence of parameter vectors, `x k` is the vector after `k` steps, and each is a step from the one before. `Antitone` means that a later index never has a larger loss.

```lean
/-- Along a sequence of reweighted least-squares steps the robust loss never increases. -/
theorem loss_antitone (A : Matrix m n ℝ) (b : m → ℝ) {e : ℝ} (he : 0 < e)
    (x : ℕ → n → ℝ) (h : ∀ k, IsStep A b e (x k) (x (k + 1))) :
    Antitone fun k => loss A b e (x k) :=
  antitone_nat_of_succ_le fun k => loss_step_le A b he (h k)

end

end ReweightedLeastSquares
```

```lean
#print axioms ReweightedLeastSquares.loss_step_decrease
-- 'ReweightedLeastSquares.loss_step_decrease' depends on axioms: [propext, Classical.choice, Quot.sound]
#print axioms ReweightedLeastSquares.loss_step_lt_iff
-- 'ReweightedLeastSquares.loss_step_lt_iff' depends on axioms: [propext, Classical.choice, Quot.sound]
#print axioms ReweightedLeastSquares.loss_antitone
-- 'ReweightedLeastSquares.loss_antitone' depends on axioms: [propext, Classical.choice, Quot.sound]
```

Monotone descent is weaker than convergence of iteratively reweighted least squares. The theorems do not say that the losses approach the minimum of $S$, that the parameters settle down, or how many steps are needed. They also take each step as given, without establishing that the weighted problem has a minimiser. Since $e$ is the same throughout, a scheme that shrinks $e$ between steps, to approach the plain sum of absolute residuals, is not covered by the theorem on sequences.
